# Peak Thermopower of a Symmetric Two-Band Boltzmann Semiconductor, with the Correction to the Goldsmid–Sharp Gap

Let $y$ be the Fermi level measured from midgap in units of $k_BT$, and take the thermopower $S(y)=y-7\tanh y$ in units of $k_B/e$, which in the model below belongs to a gap of $10\,k_BT$ and a scattering constant of $2$. At midgap electrons and holes cancel, so $S(0)=0$. The slope there is $-6$, so lowering the Fermi level makes $S$ positive. Well below midgap holes dominate and $S\approx y+7$, which decreases as $y$ is lowered further. The peak between these regimes lies where $\cosh^2y=7$, at $y=-\ln(\sqrt6+\sqrt7)\approx-1.628$, with $S=\sqrt{42}-\ln(\sqrt6+\sqrt7)\approx4.852$.

```lean
import Mathlib

open Set

namespace TwoBandThermopower

noncomputable section
```

## From two bands to one function

Two bands conducting in parallel have the conductivity-weighted mean thermopower $(\sigma_nS_n+\sigma_pS_p)/(\sigma_n+\sigma_p)$.

```lean
/-- Total Seebeck coefficient of two bands conducting in parallel: the mean of the band
values weighted by the band conductivities. -/
def twoBandSeebeck (σn σp Sn Sp : ℝ) : ℝ := (σn * Sn + σp * Sp) / (σn + σp)
```

For a general strength $G$ of the cancelling term, the function to study is $S(y)=y-G\tanh y$.

```lean
/-- Symmetric two-band thermopower, in units of `k_B/e`, as a function of the reduced
Fermi level `y` measured from midgap. -/
def midgapSeebeck (G y : ℝ) : ℝ := y - G * Real.tanh y
```

Let $\eta$ be the Fermi level relative to the conduction-band edge and $g$ the gap, both in units of $k_BT$. Boltzmann statistics with a common prefactor $s>0$ gives $\sigma_n=se^{\eta}$ and $\sigma_p=se^{-\eta-g}$. The band thermopowers are $S_n=-(c-\eta)$ and $S_p=c+\eta+g$, where the scattering constant $c$ is the conductivity-weighted mean kinetic energy of the carriers in units of $k_BT$, taken equal in both bands.

With $y=\eta+g/2$ and $G=g/2+c$, these become $S_n=y-G$ and $S_p=y+G$, while $\sigma_n:\sigma_p=e^{y}:e^{-y}$. Hence
$$S=y-G\,\frac{e^y-e^{-y}}{e^y+e^{-y}}=y-G\tanh y.$$
In the proof, `h1` and `h2` extract the common factor $e^{-g/2}$, and `key` cancels it.

```lean
/-- For Boltzmann bands with equal prefactor `s`, reduced gap `g` and scattering constant `c`,
the two-band average is the midgap formula with `G = g/2 + c` and `y = η + g/2`. -/
theorem twoBandSeebeck_eq_midgap {s : ℝ} (hs : 0 < s) (η g c : ℝ) :
    twoBandSeebeck (s * Real.exp η) (s * Real.exp (-η - g)) (-(c - η)) (c + η + g)
      = midgapSeebeck (g / 2 + c) (η + g / 2) := by
  have key : ∀ K A B : ℝ, 0 < K → 0 < A → 0 < B →
      (s * (K * A) * (-(c - η)) + s * (K * B) * (c + η + g)) / (s * (K * A) + s * (K * B))
        = η + g / 2 - (g / 2 + c) * (((A - B) / 2) / ((A + B) / 2)) := by
    intro K A B hK hA hB
    have hAB : A + B ≠ 0 := by positivity
    have hD : s * (K * A) + s * (K * B) ≠ 0 := by positivity
    have ht : ((A - B) / 2) / ((A + B) / 2) = (A - B) / (A + B) := by
      field_simp
    rw [ht, div_eq_iff hD]
    field_simp
    ring
  -- write the exponentials in both conductivities with the common factor exp(-g/2)
  have h1 : Real.exp η = Real.exp (-(g / 2)) * Real.exp (η + g / 2) := by
    rw [← Real.exp_add]
    congr 1
    ring
  have h2 : Real.exp (-η - g) = Real.exp (-(g / 2)) * Real.exp (-(η + g / 2)) := by
    rw [← Real.exp_add]
    congr 1
    ring
  unfold twoBandSeebeck midgapSeebeck
  rw [Real.tanh_eq_sinh_div_cosh, Real.sinh_eq, Real.cosh_eq, h2, h1]
  exact key _ _ _ (Real.exp_pos _) (Real.exp_pos _) (Real.exp_pos _)
```

## Locating the peak

Since $(\tanh y)'=(\cosh^2y-\sinh^2y)/\cosh^2y=1/\cosh^2y$, the slope is $S'(y)=1-G/\cosh^2y$. Lean uses the quotient rule for $\sinh/\cosh$.

```lean
/-- The slope of the thermopower with respect to the Fermi level is `1 - G / cosh² y`. -/
theorem hasDerivAt_midgapSeebeck (G y : ℝ) :
    HasDerivAt (midgapSeebeck G) (1 - G / Real.cosh y ^ 2) y := by
  have hf : midgapSeebeck G = fun x => x - G * (Real.sinh x / Real.cosh x) := by
    funext x
    rw [midgapSeebeck, Real.tanh_eq_sinh_div_cosh]
  have h := (hasDerivAt_id' y).fun_sub
    (((Real.hasDerivAt_sinh y).fun_div (Real.hasDerivAt_cosh y)
      (Real.cosh_pos y).ne').const_mul G)
  rw [hf]
  refine h.congr_deriv ?_
  have e : Real.cosh y * Real.cosh y - Real.sinh y * Real.sinh y = 1 := by
    linear_combination Real.cosh_sq y
  rw [e]
  ring
```

If $\cosh^2y_0=G$, then
$$S(-y_0)=-y_0+\cosh^2y_0\tanh y_0=\cosh y_0\sinh y_0-y_0.$$

```lean
/-- At the level `-y0` with `cosh² y0 = G` the thermopower is `cosh y0 sinh y0 - y0`. -/
theorem midgapSeebeck_at_peak {G y0 : ℝ} (hG : Real.cosh y0 ^ 2 = G) :
    midgapSeebeck G (-y0) = Real.cosh y0 * Real.sinh y0 - y0 := by
  have hc : Real.cosh y0 ≠ 0 := (Real.cosh_pos y0).ne'
  have ht : Real.cosh y0 ^ 2 * (Real.sinh y0 / Real.cosh y0)
      = Real.cosh y0 * Real.sinh y0 := by
    field_simp
  rw [midgapSeebeck, Real.tanh_neg, Real.tanh_eq_sinh_div_cosh, ← hG]
  linear_combination ht
```

For $y_0>0$, $\sinh y_0=\sqrt{G-1}$, so the value is $\sqrt{G(G-1)}-y_0$. Below $-y_0$ we have $\cosh^2y>G$ and $S$ rises; between $-y_0$ and $0$ the inequality reverses and $S$ falls. The theorem states the value, and that every other $y\le0$ gives strictly less. `hmono` and `hanti` are the two monotone branches, obtained from the sign of the derivative.

The restriction to $y\le0$, the p-type side, matters: for $G=7$, $S(12)>12-7=5$, above the peak value $4.852$. With $g=10$ and $c=2$ this level has $\eta=7$, deep inside the conduction band, where Boltzmann statistics fails.

```lean
/-- On the side `y ≤ 0` of midgap the thermopower has its unique maximum at `y = -y0`, where
`cosh² y0 = G`, and the maximum value is `√(G(G-1)) - y0`. -/
theorem thermopower_peak {G y0 : ℝ} (hy0 : 0 < y0) (hG : Real.cosh y0 ^ 2 = G) :
    midgapSeebeck G (-y0) = √(G * (G - 1)) - y0 ∧
      ∀ y ≤ 0, y ≠ -y0 → midgapSeebeck G y < √(G * (G - 1)) - y0 := by
  have hval : midgapSeebeck G (-y0) = √(G * (G - 1)) - y0 := by
    have hsq : G * (G - 1) = (Real.cosh y0 * Real.sinh y0) ^ 2 := by
      rw [← hG]
      linear_combination Real.cosh y0 ^ 2 * Real.cosh_sq y0
    have hpos : 0 ≤ Real.cosh y0 * Real.sinh y0 :=
      mul_nonneg (Real.cosh_pos y0).le (Real.sinh_pos_iff.2 hy0).le
    rw [midgapSeebeck_at_peak hG, hsq, Real.sqrt_sq hpos]
  refine ⟨hval, fun y hy hne => ?_⟩
  rw [← hval]
  have hcont : ∀ s : Set ℝ, ContinuousOn (midgapSeebeck G) s := fun s x _ =>
    (hasDerivAt_midgapSeebeck G x).continuousAt.continuousWithinAt
  rcases lt_or_gt_of_ne hne with h | h
  · -- the thermopower rises up to -y0
    have hmono : StrictMonoOn (midgapSeebeck G) (Iic (-y0)) := by
      refine strictMonoOn_of_deriv_pos (convex_Iic _) (hcont _) fun x hx => ?_
      rw [interior_Iic] at hx
      have hx' : x < -y0 := hx
      have hlt : Real.cosh y0 < Real.cosh x := Real.cosh_lt_cosh.2 (by
        rw [abs_of_pos hy0, abs_of_neg (by linarith)]
        linarith)
      have hsq := pow_lt_pow_left₀ hlt (Real.cosh_pos y0).le two_ne_zero
      rw [(hasDerivAt_midgapSeebeck G x).deriv, sub_pos,
        div_lt_one (pow_pos (Real.cosh_pos x) 2), ← hG]
      exact hsq
    exact hmono (mem_Iic.2 h.le) (mem_Iic.2 le_rfl) h
  · -- and falls from -y0 to midgap
    have hanti : StrictAntiOn (midgapSeebeck G) (Icc (-y0) 0) := by
      refine strictAntiOn_of_deriv_neg (convex_Icc _ _) (hcont _) fun x hx => ?_
      rw [interior_Icc] at hx
      have hlt : Real.cosh x < Real.cosh y0 := Real.cosh_lt_cosh.2 (by
        rw [abs_of_pos hy0, abs_of_neg hx.2]
        linarith [hx.1])
      have hsq := pow_lt_pow_left₀ hlt (Real.cosh_pos x).le two_ne_zero
      rw [(hasDerivAt_midgapSeebeck G x).deriv, sub_neg,
        one_lt_div (pow_pos (Real.cosh_pos x) 2), ← hG]
      exact hsq
    exact hanti ⟨le_rfl, by linarith⟩ ⟨h.le, hy⟩ h
```

The hypothesis $y_0>0$ already forces $G>1$. Conversely, for $G>1$, $\sinh^2y_0=G-1$ has exactly one positive solution, $y_0=\operatorname{arsinh}\sqrt{G-1}$.

```lean
/-- For `G > 1` the condition `cosh² y0 = G` has exactly one positive solution,
`y0 = arsinh √(G-1)`. -/
theorem peak_level_iff {G : ℝ} (hG : 1 < G) (y0 : ℝ) :
    (0 < y0 ∧ Real.cosh y0 ^ 2 = G) ↔ y0 = Real.arsinh (√(G - 1)) := by
  constructor
  · rintro ⟨hy, h⟩
    have hs : G - 1 = Real.sinh y0 ^ 2 := by
      linear_combination Real.cosh_sq y0 - h
    rw [hs, Real.sqrt_sq (Real.sinh_pos_iff.2 hy).le, Real.arsinh_sinh]
  · rintro rfl
    refine ⟨Real.arsinh_pos_iff.2 (Real.sqrt_pos.2 (by linarith)), ?_⟩
    rw [Real.cosh_sq, Real.sinh_arsinh, Real.sq_sqrt (by linarith)]
    ring
```

As $G\to1$ from above, the peak moves to midgap and its height vanishes. For $G\le1$ and $y<0$, $\cosh^2y>1\ge G$, so $S$ rises strictly towards $S(0)=0$ and is negative before it. This is a property of the formula outside its physical range: since $c>0$, $G\le1$ means $g<2$, so every Fermi level lies within $k_BT$ of a band edge or inside a band, where Boltzmann statistics is not reliable.

```lean
/-- If `G ≤ 1`, the thermopower is negative at every level `y < 0`. -/
theorem thermopower_neg_of_le_one {G y : ℝ} (hG : G ≤ 1) (hy : y < 0) :
    midgapSeebeck G y < 0 := by
  have hmono : StrictMonoOn (midgapSeebeck G) (Iic 0) := by
    refine strictMonoOn_of_deriv_pos (convex_Iic _) (fun x _ =>
      (hasDerivAt_midgapSeebeck G x).continuousAt.continuousWithinAt) fun x hx => ?_
    rw [interior_Iic] at hx
    have hx' : x < 0 := hx
    have h1 : 1 < Real.cosh x := Real.one_lt_cosh.2 hx'.ne
    rw [(hasDerivAt_midgapSeebeck G x).deriv, sub_pos,
      div_lt_one (pow_pos (Real.cosh_pos x) 2)]
    nlinarith
  have h := hmono (mem_Iic.2 hy.le) (mem_Iic.2 le_rfl) hy
  have h0 : midgapSeebeck G 0 = 0 := by simp [midgapSeebeck]
  rwa [h0] at h
```

## Correcting the gap estimate

The Goldsmid–Sharp estimate reads the gap as $g\approx2S_{\max}$. Here $S_{\max}=S(-y_0)$ is the maximum over Fermi levels $y\le0$ at fixed temperature, not the maximum over a temperature sweep, to which the estimate is usually applied. From $g=2G-2c$ and $2G=1+\cosh2y_0$,
$$g-2S_{\max}=1+\cosh2y_0-\sinh2y_0+2y_0-2c=2y_0+1+e^{-2y_0}-2c.$$
The difference can have either sign. The Lean identity is stated for the thermopower at $-y_0$ with any real $y_0$; for $y_0>0$ that is the peak value $S_{\max}$.

```lean
/-- If `cosh² y0 = g/2 + c`, the reduced gap `g` minus twice the thermopower at the level `-y0`
equals `2 y0 + 1 + exp(-2 y0) - 2c`. -/
theorem goldsmidSharp_correction {g c y0 : ℝ} (hG : Real.cosh y0 ^ 2 = g / 2 + c) :
    g - 2 * midgapSeebeck (g / 2 + c) (-y0)
      = 2 * y0 + 1 + Real.exp (-(2 * y0)) - 2 * c := by
  have hq : Real.exp (-(2 * y0)) = Real.exp (-y0) * Real.exp (-y0) := by
    rw [← Real.exp_add]
    congr 1
    ring
  have hEF : Real.exp y0 * Real.exp (-y0) = 1 := by
    rw [← Real.exp_add, add_neg_cancel, Real.exp_zero]
  rw [midgapSeebeck_at_peak hG, hq]
  rw [Real.cosh_eq] at hG
  rw [Real.cosh_eq, Real.sinh_eq]
  linear_combination (-2) * hG + hEF
```

To express the correction through $G$, put $q=e^{-2y_0}$, so $0<q<1$. Then $4G=e^{2y_0}(1+q)^2$, and
$$g-2S_{\max}=\ln(4G)+1-2c+q-2\ln(1+q).$$
Since $\ln(1+q)\ge q/(1+q)\ge q/2$, the last two terms sum to at most $0$. Since $\ln(1+q)\le q$ and $qG=(1+q)^2/4\le1$, they sum to at least $-q\ge-1/G$. In Lean these estimates are `hlo` with `hhalf`, and `hup` with `hinv`.

For a material with two mirror-image bands, Boltzmann statistics at the peak and a scattering constant that does not change with the Fermi level, this bounds the error of a gap inferred from the peak thermopower when the Fermi level is varied at fixed temperature.

```lean
/-- With `G = g/2 + c`, the Goldsmid-Sharp error `g - 2 S_max` equals `ln(4G) + 1 - 2c` up to
a deficit between `0` and `1/G`. -/
theorem goldsmidSharp_log_bounds {g c y0 : ℝ} (hy0 : 0 < y0)
    (hG : Real.cosh y0 ^ 2 = g / 2 + c) :
    Real.log (4 * (g / 2 + c)) + 1 - 2 * c - 1 / (g / 2 + c)
        ≤ g - 2 * midgapSeebeck (g / 2 + c) (-y0) ∧
      g - 2 * midgapSeebeck (g / 2 + c) (-y0)
        ≤ Real.log (4 * (g / 2 + c)) + 1 - 2 * c := by
  rw [goldsmidSharp_correction hG, ← hG]
  have hq0 : 0 < Real.exp (-(2 * y0)) := Real.exp_pos _
  have hq1 : Real.exp (-(2 * y0)) ≤ 1 := Real.exp_le_one_iff.2 (by linarith)
  have hPq : Real.exp (2 * y0) * Real.exp (-(2 * y0)) = 1 := by
    rw [← Real.exp_add, add_neg_cancel, Real.exp_zero]
  -- 4 cosh² y0 = exp(2 y0) (1 + exp(-2 y0))²
  have h4 : 4 * Real.cosh y0 ^ 2
      = Real.exp (2 * y0) * (1 + Real.exp (-(2 * y0))) ^ 2 := by
    have hP : Real.exp (2 * y0) = Real.exp y0 * Real.exp y0 := by
      rw [← Real.exp_add, two_mul]
    have hq : Real.exp (-(2 * y0)) = Real.exp (-y0) * Real.exp (-y0) := by
      rw [← Real.exp_add]
      congr 1
      ring
    have hEF : Real.exp y0 * Real.exp (-y0) = 1 := by
      rw [← Real.exp_add, add_neg_cancel, Real.exp_zero]
    have e : Real.exp (2 * y0) * (1 + Real.exp (-(2 * y0))) ^ 2
        = Real.exp (2 * y0) + 2 + Real.exp (-(2 * y0)) := by
      linear_combination (2 + Real.exp (-(2 * y0))) * hPq
    rw [e, hP, hq, Real.cosh_eq]
    linear_combination 2 * hEF
  have hlog : Real.log (4 * Real.cosh y0 ^ 2)
      = 2 * y0 + 2 * Real.log (1 + Real.exp (-(2 * y0))) := by
    rw [h4, Real.log_mul (Real.exp_pos _).ne' (by positivity), Real.log_exp, Real.log_pow]
    norm_num
  have hinv : Real.exp (-(2 * y0)) ≤ 1 / Real.cosh y0 ^ 2 := by
    rw [le_div_iff₀ (pow_pos (Real.cosh_pos y0) 2)]
    nlinarith
  have hup := Real.log_le_sub_one_of_pos (show 0 < 1 + Real.exp (-(2 * y0)) by linarith)
  have hlo := Real.one_sub_inv_le_log_of_pos (show 0 < 1 + Real.exp (-(2 * y0)) by linarith)
  have hhalf : (1 + Real.exp (-(2 * y0)))⁻¹ ≤ 1 - Real.exp (-(2 * y0)) / 2 := by
    rw [inv_eq_one_div, div_le_iff₀ (by linarith)]
    nlinarith
  rw [hlog]
  constructor <;> linarith

end

end TwoBandThermopower
```

```lean
#print axioms TwoBandThermopower.thermopower_peak
#print axioms TwoBandThermopower.thermopower_neg_of_le_one
#print axioms TwoBandThermopower.goldsmidSharp_correction
#print axioms TwoBandThermopower.goldsmidSharp_log_bounds
```

```
'TwoBandThermopower.thermopower_peak' depends on axioms: [propext, Classical.choice, Quot.sound]
'TwoBandThermopower.thermopower_neg_of_le_one' depends on axioms: [propext, Classical.choice, Quot.sound]
'TwoBandThermopower.goldsmidSharp_correction' depends on axioms: [propext, Classical.choice, Quot.sound]
'TwoBandThermopower.goldsmidSharp_log_bounds' depends on axioms: [propext, Classical.choice, Quot.sound]
```
